# Real canonical orbitals of a fixed Fock matrix with strictly increasing energies are unique up to sign

When two calculations on the same molecule are compared orbital by orbital, the columns of one coefficient matrix are often multiplied by −1 where needed, so that each orbital overlaps positively with its partner. For exact solutions this sign alignment is enough if both calculations have the same Fock and overlap matrices, both give a full set of real orthonormal orbitals, and the orbital energies are strictly increasing. Under those conditions no other freedom is left.

```lean
import Mathlib

open Matrix

namespace CanonicalOrbitalFreedom
```

The file loads the Mathlib library and opens a namespace. Below, $n$ is the number of orbitals. An energy list is a function `Fin n → ℝ`, with indices running from $0$ to $n-1$, and `diagonal e` is the matrix $\mathrm{diag}(e)$. The hypothesis `StrictMono e` says that $e_i<e_j$ whenever $i<j$: the levels are sorted and no two coincide.

## Orbitals of different energy do not mix

```lean
/-- If a matrix `U` intertwines two diagonal energy matrices, it has no matrix element between
orbitals of different energy. -/
theorem no_mixing_of_energy_ne {K : Type*} [Field K] {n : ℕ} {e f : Fin n → K}
    {U : Matrix (Fin n) (Fin n) K} (h : diagonal e * U = U * diagonal f)
    {i j : Fin n} (hij : e i ≠ f j) : U i j = 0 := by
  have h1 : (diagonal e * U) i j = (U * diagonal f) i j := by rw [h]
  rw [Matrix.diagonal_mul, Matrix.mul_diagonal] at h1
  have h2 : (e i - f j) * U i j = 0 := by linear_combination h1
  exact (mul_eq_zero.mp h2).resolve_left (sub_ne_zero.mpr hij)
```

In this lemma, curly braces hold arguments that Lean infers, round brackets hold hypotheses, and the claim follows the last colon before `:=`. The first hypothesis is $\mathrm{diag}(e)\,U=U\,\mathrm{diag}(f)$, and the claim is that $U_{ij}=0$ whenever $e_i\neq f_j$.

By hand, the $(i,j)$ entry of the hypothesis reads $e_iU_{ij}=U_{ij}f_j$, so
$$(e_i-f_j)\,U_{ij}=0 .$$
The first factor is non-zero, hence the second vanishes. The proof follows the same route: `h1` is the entrywise equation, `h2` the factored form, and the last line divides out the energy difference. The entries lie in any field $K$, so the lemma serves real and complex orbitals alike.

```lean
/-- If `V` is inverse to `U` and `V A U = B`, then the intertwining relation `A U = U B` holds. -/
theorem intertwines_of_similar {K : Type*} [Field K] {n : ℕ}
    {U V A B : Matrix (Fin n) (Fin n) K} (hVU : V * U = 1) (h : V * A * U = B) :
    A * U = U * B := by
  have hUV : U * V = 1 := mul_eq_one_comm.mp hVU
  calc A * U = (U * V) * (A * U) := by rw [hUV, Matrix.one_mul]
    _ = U * (V * A * U) := by simp only [Matrix.mul_assoc]
    _ = U * B := by rw [h]
```

This lemma turns a similarity transformation into the relation just used. If $VU=1$ and $VAU=B$, then
$$AU=(UV)AU=U(VAU)=UB .$$
The step $UV=1$ holds because a left inverse of a square matrix is also a right inverse, which is `mul_eq_one_comm`. For orthogonal $U$ one takes $V=U^{T}$, for unitary $U$ one takes $V=U^\dagger$.

## Sorted levels force a diagonal matrix

```lean
/-- If an invertible matrix connects only levels of equal energy, and both lists of levels
are strictly increasing, then the lists agree and the matrix is diagonal. -/
theorem levels_eq_and_diagonal {K : Type*} [Field K] {n : ℕ} {e f : Fin n → ℝ}
    (he : StrictMono e) (hf : StrictMono f) {U V : Matrix (Fin n) (Fin n) K}
    (hVU : V * U = 1) (hz : ∀ i j, e i ≠ f j → U i j = 0) :
    e = f ∧ U = diagonal (fun i => U i i) := by
  have hUV : U * V = 1 := mul_eq_one_comm.mp hVU
  -- no column of `U` vanishes, so every `f j` occurs among the `e i`
  have hcol : ∀ j, ∃ i, e i = f j := by
    intro j
    by_contra hne
    have h0 : ∑ i, V j i * U i j = 0 := Finset.sum_eq_zero fun i _ => by
      rw [hz i j (fun h => hne ⟨i, h⟩), mul_zero]
    have h1 : (V * U) j j = 1 := by rw [hVU, Matrix.one_apply_eq]
    rw [Matrix.mul_apply, h0] at h1
    exact zero_ne_one h1
  -- no row of `U` vanishes, so every `e i` occurs among the `f j`
  have hrow : ∀ i, ∃ j, e i = f j := by
    intro i
    by_contra hne
    have h0 : ∑ j, U i j * V j i = 0 := Finset.sum_eq_zero fun j _ => by
      rw [hz i j (fun h => hne ⟨j, h⟩), zero_mul]
    have h1 : (U * V) i i = 1 := by rw [hUV, Matrix.one_apply_eq]
    rw [Matrix.mul_apply, h0] at h1
    exact zero_ne_one h1
  have hef : e = f := by
    refine (he.range_inj hf).mp (Set.Subset.antisymm ?_ ?_)
    · rintro _ ⟨i, rfl⟩
      obtain ⟨j, hj⟩ := hrow i
      exact ⟨j, hj.symm⟩
    · rintro _ ⟨j, rfl⟩
      exact hcol j
  refine ⟨hef, ?_⟩
  ext i j
  by_cases hij : i = j
  · subst hij
    rw [Matrix.diagonal_apply_eq]
  · rw [Matrix.diagonal_apply_ne _ hij]
    refine hz i j (fun h => hij (he.injective ?_))
    rw [h, hef]
```

Let $e$ and $f$ be strictly increasing, let $U$ be invertible with inverse $V$, and let $U$ connect only levels of equal energy, that is, $U_{ij}=0$ whenever $e_i\neq f_j$. The claim is that $e=f$ and that $U$ equals the diagonal matrix built from its own diagonal entries.

Fix a column $j$. Since
$$1=(VU)_{jj}=\sum_i V_{ji}U_{ij},$$
some $U_{ij}$ is non-zero, and for that $i$ we have $e_i=f_j$. Every $f_j$ therefore occurs among the $e_i$; this is `hcol`. The same argument with $(UV)_{ii}=1$ shows that every $e_i$ occurs among the $f_j$, which is `hrow`. The two lists contain the same values, and both are strictly increasing, so they agree position by position. Lean obtains this from `range_inj`.

For $i\neq j$ we now have $e_i\neq e_j=f_j$, and so $U_{ij}=0$. The final lines make this case distinction between diagonal and off-diagonal entries.

## Signs for real orbitals, phases for complex ones

```lean
/-- A real orthogonal matrix carries one strictly increasing diagonal energy matrix into another
exactly when the energies agree and the matrix is diagonal with entries 1 or -1. -/
theorem orthogonal_iff_signs {n : ℕ} {e f : Fin n → ℝ} (he : StrictMono e)
    (hf : StrictMono f) {U : Matrix (Fin n) (Fin n) ℝ} (hU : Uᵀ * U = 1) :
    Uᵀ * diagonal e * U = diagonal f ↔
      e = f ∧ ∃ s : Fin n → ℝ, (∀ i, s i = 1 ∨ s i = -1) ∧ U = diagonal s := by
  constructor
  · intro h
    have hc := intertwines_of_similar hU h
    obtain ⟨hef, hd⟩ := levels_eq_and_diagonal he hf hU
      (fun i j hij => no_mixing_of_energy_ne hc hij)
    refine ⟨hef, fun i => U i i, fun i => ?_, hd⟩
    -- normalisation of column `i` leaves only a sign
    obtain ⟨s, hs⟩ : ∃ s, U = diagonal s := ⟨_, hd⟩
    have h1 : (Uᵀ * U) i i = 1 := by rw [hU, Matrix.one_apply_eq]
    rw [hs, Matrix.diagonal_transpose, Matrix.diagonal_mul_diagonal,
      Matrix.diagonal_apply_eq] at h1
    simp only [hs, Matrix.diagonal_apply_eq]
    exact mul_self_eq_one_iff.mp h1
  · rintro ⟨hef, s, -, rfl⟩
    have hc : diagonal e * diagonal s = diagonal s * diagonal e := by
      simp only [Matrix.diagonal_mul_diagonal, mul_comm]
    rw [← hef, Matrix.mul_assoc, hc, ← Matrix.mul_assoc, hU, Matrix.one_mul]
```

For real $U$ with $U^{T}U=1$ and strictly increasing $e$ and $f$, the theorem states
$$U^{T}\mathrm{diag}(e)\,U=\mathrm{diag}(f)\iff e=f\ \text{ and }\ U=\mathrm{diag}(s),\quad s_i=\pm1 .$$
The determinant of $U$ may be 1 or −1, so reflections are included.

From left to right, the preceding lemmas give $\mathrm{diag}(e)\,U=U\,\mathrm{diag}(f)$, then $e=f$ and $U=\mathrm{diag}(s)$. Normalisation of column $i$ gives $s_i^2=(U^{T}U)_{ii}=1$, so $s_i=\pm1$. From right to left, diagonal matrices commute, and
$$U^{T}\mathrm{diag}(e)\,U=U^{T}U\,\mathrm{diag}(e)=\mathrm{diag}(e)=\mathrm{diag}(f).$$
The keyword `constructor` splits the equivalence into these two directions.

```lean
/-- A complex unitary matrix carries one strictly increasing real diagonal energy matrix into
another exactly when the energies agree and the matrix is diagonal with entries of modulus 1. -/
theorem unitary_iff_phases {n : ℕ} {e f : Fin n → ℝ} (he : StrictMono e)
    (hf : StrictMono f) {U : Matrix (Fin n) (Fin n) ℂ} (hU : Uᴴ * U = 1) :
    Uᴴ * diagonal (fun i => (e i : ℂ)) * U = diagonal (fun i => (f i : ℂ)) ↔
      e = f ∧ ∃ z : Fin n → ℂ, (∀ i, ‖z i‖ = 1) ∧ U = diagonal z := by
  constructor
  · intro h
    have hc := intertwines_of_similar hU h
    obtain ⟨hef, hd⟩ := levels_eq_and_diagonal he hf hU
      (fun i j hij => no_mixing_of_energy_ne hc (fun h' => hij (Complex.ofReal_injective h')))
    obtain ⟨z, hz⟩ : ∃ z, U = diagonal z := ⟨_, hd⟩
    refine ⟨hef, z, fun i => ?_, hz⟩
    -- normalisation of column `i` leaves only a phase
    have h1 : (Uᴴ * U) i i = 1 := by rw [hU, Matrix.one_apply_eq]
    rw [hz, Matrix.diagonal_conjTranspose, Matrix.diagonal_mul_diagonal,
      Matrix.diagonal_apply_eq] at h1
    have h2 := congrArg norm h1
    simp only [Pi.star_apply, norm_mul, norm_star, norm_one] at h2
    rcases mul_self_eq_one_iff.mp h2 with h3 | h3
    · exact h3
    · linarith [norm_nonneg (z i)]
  · rintro ⟨hef, z, -, rfl⟩
    have hc : diagonal (fun i => (e i : ℂ)) * diagonal z
        = diagonal z * diagonal (fun i => (e i : ℂ)) := by
      simp only [Matrix.diagonal_mul_diagonal, mul_comm]
    rw [← hef, Matrix.mul_assoc, hc, ← Matrix.mul_assoc, hU, Matrix.one_mul]
```

The complex version replaces the transpose by the conjugate transpose, written `ᴴ`, and the signs by numbers $z_i$ with $|z_i|=1$. The energies stay real and are converted to complex numbers by `(e i : ℂ)`. Distinct real energies stay distinct after this conversion, so the off-diagonal entries vanish as before. The normalisation step changes: $\bar z_i z_i=1$ gives $|z_i|^2=1$, and because a modulus is not negative, $|z_i|=1$. The last `linarith` excludes the value −1.

## Two solutions of the same Roothaan–Hall equations

```lean
/-- The columns of `C` are orthonormal in the overlap metric `S` and solve the Roothaan–Hall
equations `F C = S C diag(e)`. -/
def IsCanonical {n : ℕ} (F S C : Matrix (Fin n) (Fin n) ℝ) (e : Fin n → ℝ) : Prop :=
  Cᵀ * S * C = 1 ∧ F * C = S * C * diagonal e
```

A definition introduces the canonical orbitals. $F$ is the Fock matrix, $S$ the overlap matrix of the basis functions, and column $i$ of $C$ holds the coefficients $C_{\mu i}$ of orbital $i$. `IsCanonical F S C e` means
$$C^{T}SC=1,\qquad FC=SC\,\mathrm{diag}(e).$$
$C$ is square, so there are as many orbitals as basis functions, virtual orbitals included. $F$ is a given matrix; its dependence on the density does not enter.

```lean
/-- Two canonical solutions of the same Roothaan–Hall problem, each with strictly increasing
orbital energies, have equal energies and orbitals that agree up to signs. -/
theorem canonical_orbitals_unique {n : ℕ} {F S C C' : Matrix (Fin n) (Fin n) ℝ}
    {e f : Fin n → ℝ} (hF : Fᵀ = F) (hS : Sᵀ = S) (he : StrictMono e) (hf : StrictMono f)
    (h : IsCanonical F S C e) (h' : IsCanonical F S C' f) :
    e = f ∧ ∃ s : Fin n → ℝ, (∀ i, s i = 1 ∨ s i = -1) ∧ ∀ μ i, C' μ i = s i * C μ i := by
  obtain ⟨hC, hFC⟩ := h
  obtain ⟨hC', hFC'⟩ := h'
  have h1 : C * (Cᵀ * S) = 1 := mul_eq_one_comm.mp hC
  -- the overlap between the two orbital sets is an orthogonal matrix
  have hU : (Cᵀ * S * C')ᵀ * (Cᵀ * S * C') = 1 := by
    calc (Cᵀ * S * C')ᵀ * (Cᵀ * S * C') = C'ᵀ * S * (C * (Cᵀ * S)) * C' := by
          simp only [Matrix.transpose_mul, Matrix.transpose_transpose, hS, Matrix.mul_assoc]
      _ = 1 := by rw [h1, Matrix.mul_one, hC']
  have hleft : Cᵀ * F = diagonal e * (Cᵀ * S) := by
    have ht := congrArg Matrix.transpose hFC
    simpa only [Matrix.transpose_mul, hF, hS, Matrix.diagonal_transpose] using ht
  -- evaluating `Cᵀ F C'` from both sides gives the intertwining relation
  have hc : diagonal e * (Cᵀ * S * C') = (Cᵀ * S * C') * diagonal f := by
    calc diagonal e * (Cᵀ * S * C') = (diagonal e * (Cᵀ * S)) * C' := by
          simp only [Matrix.mul_assoc]
      _ = Cᵀ * (F * C') := by rw [← hleft, Matrix.mul_assoc]
      _ = (Cᵀ * S * C') * diagonal f := by rw [hFC']; simp only [Matrix.mul_assoc]
  obtain ⟨U, hUdef⟩ : ∃ U, U = Cᵀ * S * C' := ⟨_, rfl⟩
  rw [← hUdef] at hU hc
  have hsim : Uᵀ * diagonal e * U = diagonal f := by
    rw [Matrix.mul_assoc, hc, ← Matrix.mul_assoc, hU, Matrix.one_mul]
  obtain ⟨hef, s, hs, hUs⟩ := (orthogonal_iff_signs he hf hU).mp hsim
  have hCC : C' = C * diagonal s := by
    rw [← hUs, hUdef, ← Matrix.mul_assoc, h1, Matrix.one_mul]
  refine ⟨hef, s, hs, fun μ i => ?_⟩
  rw [hCC, Matrix.mul_diagonal, mul_comm]
```

Let $(C,e)$ and $(C',f)$ both be canonical for the same symmetric $F$ and $S$, with strictly increasing energies. Then $e=f$, and there are signs $s_i$ with $C'_{\mu i}=s_iC_{\mu i}$ for every basis function $\mu$ and orbital $i$.

The derivation uses the overlap between the two orbital sets, $U=C^{T}SC'$.

1. From $C^{T}SC=1$ it follows that $CC^{T}S=1$ (`h1`). Hence $U^{T}U=C'^{T}S\,(CC^{T}S)\,C'=C'^{T}SC'=1$ (`hU`).
2. Transposing $FC=SC\,\mathrm{diag}(e)$ gives $C^{T}F=\mathrm{diag}(e)\,C^{T}S$ (`hleft`). This is where the symmetry of $F$ enters.
3. Evaluating $C^{T}FC'$ from both sides gives $\mathrm{diag}(e)\,U=C^{T}FC'=C^{T}SC'\,\mathrm{diag}(f)=U\,\mathrm{diag}(f)$ (`hc`).
4. Multiplying by $U^{T}$ from the left gives $U^{T}\mathrm{diag}(e)\,U=\mathrm{diag}(f)$ (`hsim`), and the theorem on signs yields $e=f$ and $U=\mathrm{diag}(s)$.
5. Finally $C'=CC^{T}SC'=CU=C\,\mathrm{diag}(s)$ (`hCC`).

For self-consistent field calculations with real orbital coefficients in the same finite basis, this means that if two runs end with exactly the same Fock matrix and a nondegenerate spectrum, their canonical orbitals, sorted by energy, can differ only in sign. Whether two runs do reach the same Fock matrix is a separate question. The statement is also exact: it gives no error bound for nearly degenerate levels or for incompletely converged orbitals.

## A two-orbital example

```lean
/-- A two-orbital problem with non-orthogonal basis functions and energies 1 and 2 has two
canonical solutions that differ by the sign of the second orbital. -/
theorem canonical_orbitals_unique_witness :
    (!![3, 2; 2, 2] : Matrix (Fin 2) (Fin 2) ℝ)ᵀ = !![3, 2; 2, 2] ∧
    (!![2, 1; 1, 1] : Matrix (Fin 2) (Fin 2) ℝ)ᵀ = !![2, 1; 1, 1] ∧
    StrictMono (![1, 2] : Fin 2 → ℝ) ∧
    IsCanonical !![3, 2; 2, 2] !![2, 1; 1, 1] !![1, 0; -1, 1] ![1, 2] ∧
    IsCanonical !![3, 2; 2, 2] !![2, 1; 1, 1] !![1, 0; -1, -1] ![1, 2] := by
  have hmono : StrictMono (![1, 2] : Fin 2 → ℝ) := by
    intro i j hij
    revert hij
    fin_cases i <;> fin_cases j <;> norm_num
  refine ⟨?_, ?_, hmono, ⟨?_, ?_⟩, ⟨?_, ?_⟩⟩
  all_goals
    ext i j
    fin_cases i <;> fin_cases j <;>
      norm_num [Matrix.mul_apply, Fin.sum_univ_succ, Matrix.diagonal_apply]
```

The example shows that all the hypotheses can be met together with a non-trivial overlap. In Lean, `!![a, b; c, d]` is a matrix written row by row. The data are
$$F=\begin{pmatrix}3&2\\2&2\end{pmatrix},\quad S=\begin{pmatrix}2&1\\1&1\end{pmatrix},\quad C=\begin{pmatrix}1&0\\-1&1\end{pmatrix},\quad C'=\begin{pmatrix}1&0\\-1&-1\end{pmatrix},$$
with energies $1$ and $2$. The first basis function has squared norm $2$; after normalisation the overlap of the two functions is $1/\sqrt2$.

The columns of $C$ are $c_0=(1,-1)^{T}$ and $c_1=(0,1)^{T}$. Then $Sc_0=(1,0)^{T}$ and $Sc_1=(1,1)^{T}$, from which orthonormality in the metric $S$ can be read off. Further, $Fc_0=(1,0)^{T}=1\cdot Sc_0$ and $Fc_1=(2,2)^{T}=2\cdot Sc_1$. Changing the sign of $c_1$ preserves all these relations and gives $C'$. The proof checks every matrix entry: `fin_cases` lists the indices and `norm_num` does the arithmetic.

## A degenerate pair keeps a continuous freedom

```lean
/-- For two orbitals of the same energy `a`, the rotation by any angle `θ` is orthogonal and
leaves the diagonal energy matrix unchanged. -/
theorem degenerate_pair_rotates_freely (a θ : ℝ) :
    let R : Matrix (Fin 2) (Fin 2) ℝ :=
      !![Real.cos θ, -Real.sin θ; Real.sin θ, Real.cos θ]
    Rᵀ * R = 1 ∧ Rᵀ * diagonal (fun _ => a) * R = diagonal (fun _ => a) := by
  intro R
  have hR : Rᵀ * R = 1 := by
    ext i j
    fin_cases i <;> fin_cases j <;>
      simp [R, Matrix.mul_apply, Fin.sum_univ_succ] <;>
      first
        | linear_combination Real.sin_sq_add_cos_sq θ
        | ring1
  refine ⟨hR, ?_⟩
  rw [← Matrix.smul_one_eq_diagonal, Matrix.mul_smul, Matrix.smul_mul, Matrix.mul_one, hR]

end CanonicalOrbitalFreedom
```

If two orbitals share the energy $a$, the matrix
$$R=\begin{pmatrix}\cos\theta&-\sin\theta\\ \sin\theta&\cos\theta\end{pmatrix}$$
is orthogonal for every angle $\theta$ and leaves the energy matrix unchanged. Orthogonality follows from $\sin^2\theta+\cos^2\theta=1$. Since the energy matrix is $a$ times the identity,
$$R^{T}(a\,1)R=a\,R^{T}R=a\,1 .$$
At $\theta=\pi/4$ each new orbital is an equal-weight mixture of the two old ones, which no choice of signs can undo. Sign alignment is therefore not enough to match two orbital sets within a degenerate level.

```lean
#print axioms CanonicalOrbitalFreedom.unitary_iff_phases
#print axioms CanonicalOrbitalFreedom.canonical_orbitals_unique
#print axioms CanonicalOrbitalFreedom.degenerate_pair_rotates_freely
```

```
'CanonicalOrbitalFreedom.unitary_iff_phases' depends on axioms: [propext, Classical.choice, Quot.sound]
'CanonicalOrbitalFreedom.canonical_orbitals_unique' depends on axioms: [propext, Classical.choice, Quot.sound]
'CanonicalOrbitalFreedom.degenerate_pair_rotates_freely' depends on axioms: [propext, Classical.choice, Quot.sound]
```
